# Convex divergences between two positive populations never increase under shared stochastic transitions

Two states hold populations \((\tfrac12,\tfrac12)\), to be compared with reference populations \((\tfrac14,\tfrac34)\). The ratios of population to reference are \(2\) and \(\tfrac23\). Now let both states empty into a single one. The new ratio is \(1\), which is the average of \(2\) and \(\tfrac23\) with the reference weights \(\tfrac14\) and \(\tfrac34\). The mean squared deviation of the ratio from one, taken with the same weights, falls from \(\tfrac13\) to \(0\).

The problems below ask what survives of this when populations move between finitely many states with given transition probabilities. Detailed balance is never assumed.

## Populations, transitions and the divergence

Populations are real functions on a finite type of states, and their total need not be one. The entry \(P_{ij}\), `P i j` in Lean, is the probability of going from state \(j\) to state \(i\), so each column of \(P\) sums to one. One time step takes \(p\) to \(Pp\), written `P *ᵥ p`. The initial states `n` and final states `m` may differ, which includes coarse-graining.

```lean
import Mathlib

open Matrix Set

namespace MonotoneDivergence

variable {m n : Type*} [Fintype m] [Fintype n]
```

For a function \(\varphi\), the divergence of \(p\) from \(q\) is

\[ D(p,q)=\sum_i q_i\,\varphi(p_i/q_i). \]

The choice \(\varphi(x)=x\ln x\) gives the relative entropy \(\sum_i p_i\ln(p_i/q_i)\), and \((x-1)^2\) gives the chi-square divergence. Lean sets \(x/0=0\), so a final state that nothing reaches contributes \(0\cdot\varphi(0)=0\), the usual convention.

```lean
/-- The divergence `∑ q_i φ(p_i / q_i)` of populations `p` from populations `q`, meant for
positive `q_i`; a state with `p_i = q_i = 0` contributes zero. -/
noncomputable def divergence (φ : ℝ → ℝ) (p q : n → ℝ) : ℝ :=
  ∑ i, q i * φ (p i / q i)
```

For a finite-state, discrete-time Markov model of a molecular simulation, the results limit how far two ensembles can drift apart. In a quantum system they concern only populations that obey such a classical master equation, without coherences. That the real dynamics is memoryless on the chosen states has to be justified separately.

## (a) The new ratio as an average

Let \(w_j\) be real weights, \(q_j>0\) and \(S\neq0\). Show that

\[ \sum_j \frac{w_jq_j}{S}\,\frac{p_j}{q_j}=\frac1S\sum_j w_jp_j . \]

**Solution.** In each term \(q_j\,(p_j/q_j)=p_j\), because \(q_j\neq0\). Summing gives the claim. In Lean this cancellation is the step `h`.

```lean
/-- For positive `q_j`, the ratios `p_j / q_j` summed with coefficients `w_j q_j / S` give
`(∑ w_j p_j) / S`. If `w_j ≥ 0` and `S = ∑ w_j q_j` is nonzero, the left side is an average. -/
theorem ratio_is_average (w p q : n → ℝ) (hq : ∀ j, 0 < q j) (S : ℝ) :
    ∑ j, w j * q j / S * (p j / q j) = (∑ j, w j * p j) / S := by
  rw [Finset.sum_div]
  refine Finset.sum_congr rfl fun j _ => ?_
  have h : q j * (p j / q j) = p j := by
    have := (hq j).ne'
    field_simp
  calc w j * q j / S * (p j / q j) = w j * (q j * (p j / q j)) / S := by ring
    _ = w j * p j / S := by rw [h]
```

## (b) One final state

Let \(\varphi\) be convex on \((0,\infty)\), \(p_j,q_j>0\) and \(w_j\ge0\), where \(w_j\) is the probability of going from \(j\) to one fixed final state. Show that

\[ \Big(\sum_j w_jq_j\Big)\,\varphi\!\left(\frac{\sum_j w_jp_j}{\sum_j w_jq_j}\right)\le\sum_j w_jq_j\,\varphi(p_j/q_j). \]

**Solution.** Put \(S=\sum_j w_jq_j\). If \(S=0\), every \(w_jq_j\) vanishes and both sides are zero. If \(S>0\), the numbers \(\lambda_j=w_jq_j/S\) are nonnegative and sum to one, so Jensen's inequality gives

\[ \varphi\Big(\sum_j\lambda_j\frac{p_j}{q_j}\Big)\le\sum_j\lambda_j\,\varphi(p_j/q_j). \]

By (a) the argument on the left is \(\sum_j w_jp_j/S\). Multiply by \(S\).

Jensen's inequality enters through Mathlib's `hφ.map_sum_le`. It asks for three things: nonnegative weights, weights that sum to one, and points inside the set where \(\varphi\) is convex. The three unnamed arguments in brackets supply them in this order. Its named argument `p` stands for the points, here the ratios \(p_j/q_j\), and not for the populations.

```lean
/-- For convex `φ`, positive populations and nonnegative transition weights `w_j` into one
final state, the contribution of that state is at most the weighted sum of the old ones. -/
theorem final_state_le {φ : ℝ → ℝ} (hφ : ConvexOn ℝ (Ioi 0) φ) (w p q : n → ℝ)
    (hw : ∀ j, 0 ≤ w j) (hp : ∀ j, 0 < p j) (hq : ∀ j, 0 < q j) :
    (∑ j, w j * q j) * φ ((∑ j, w j * p j) / ∑ j, w j * q j)
      ≤ ∑ j, w j * q j * φ (p j / q j) := by
  have h0 : ∀ j, 0 ≤ w j * q j := fun j => mul_nonneg (hw j) (hq j).le
  obtain ⟨S, hS⟩ : ∃ S, S = ∑ j, w j * q j := ⟨_, rfl⟩
  have hS0 : 0 ≤ S := hS ▸ Finset.sum_nonneg fun j _ => h0 j
  rcases hS0.eq_or_lt with hz | hpos
  · -- no flow reaches this state
    have hz' : ∀ j, w j * q j = 0 := fun j =>
      (Finset.sum_eq_zero_iff_of_nonneg fun j _ => h0 j).1 (hS.symm.trans hz.symm) j
        (Finset.mem_univ j)
    simp [hz']
  · -- Jensen's inequality with the normalised flow as weights
    have J := hφ.map_sum_le (t := Finset.univ) (w := fun j => w j * q j / S)
      (p := fun j => p j / q j) (fun j _ => div_nonneg (h0 j) hpos.le)
      (by rw [← Finset.sum_div, ← hS, div_self hpos.ne'])
      (fun j _ => div_pos (hp j) (hq j))
    simp only [smul_eq_mul] at J
    rw [ratio_is_average w p q hq S] at J
    simp only [div_mul_eq_mul_div] at J
    rw [← Finset.sum_div, le_div_iff₀ hpos] at J
    rw [← hS, mul_comm]
    exact J
```

## (c) Conservation by unit column sums

Let each column of \(P\) sum to one, and let \(c_j\) be any quantity attached to the initial states. Show that

\[ \sum_i\sum_j P_{ij}q_jc_j=\sum_j q_jc_j . \]

**Solution.** Exchange the sums, which is `Finset.sum_comm`. The factor \(q_jc_j\) does not depend on \(i\), and what remains is \(\sum_iP_{ij}=1\).

```lean
/-- Unit column sums conserve any quantity `c_j` carried along by the transitions. -/
theorem sum_transitions (P : Matrix m n ℝ) (hsum : ∀ j, ∑ i, P i j = 1) (q c : n → ℝ) :
    ∑ i, ∑ j, P i j * q j * c j = ∑ j, q j * c j := by
  rw [Finset.sum_comm]
  refine Finset.sum_congr rfl fun j _ => ?_
  simp only [mul_assoc]
  rw [← Finset.sum_mul, hsum j, one_mul]
```

## (d) Both populations take one step

Let \(P\) have nonnegative entries and unit column sums, let \(p,q\) be positive and \(\varphi\) convex on \((0,\infty)\). Show that

\[ D(Pp,Pq)\le D(p,q). \]

**Solution.** Apply (b) to each final state \(i\) with \(w_j=P_{ij}\), and sum over \(i\):

\[ D(Pp,Pq)\le\sum_i\sum_jP_{ij}q_j\,\varphi(p_j/q_j)=D(p,q). \]

The equality is (c) with \(c_j=\varphi(p_j/q_j)\). The two lines of the Lean `calc` are these two relations.

If \(q\) is stationary, \(Pq=q\), the choice \(\varphi(x)=x\ln x\) says that the relative entropy to the stationary state does not increase.

```lean
/-- For convex `φ`, the divergence between two positive population vectors does not increase
when both undergo the same transitions, with nonnegative probabilities and unit column sums. -/
theorem divergence_mulVec_le {φ : ℝ → ℝ} (hφ : ConvexOn ℝ (Ioi 0) φ) (P : Matrix m n ℝ)
    (hP : ∀ i j, 0 ≤ P i j) (hsum : ∀ j, ∑ i, P i j = 1) (p q : n → ℝ)
    (hp : ∀ j, 0 < p j) (hq : ∀ j, 0 < q j) :
    divergence φ (P *ᵥ p) (P *ᵥ q) ≤ divergence φ p q := by
  calc divergence φ (P *ᵥ p) (P *ᵥ q)
      ≤ ∑ i, ∑ j, P i j * q j * φ (p j / q j) :=
        Finset.sum_le_sum fun i _ => final_state_le hφ (P i) p q (hP i) hp hq
    _ = divergence φ p q := sum_transitions P hsum q _
```

## (e) Strict decrease

Let \(\varphi\) now be strictly convex and all \(P_{ij}>0\), with unit column sums. Let \(p\neq q\) be positive with equal totals. Show that

\[ D(Pp,Pq)<D(p,q). \]

**Solution.** If all ratios \(p_j/q_j\) had one value \(c\), summing \(p_j=c\,q_j\) would give \(c=1\) and hence \(p=q\). So two ratios differ. In every final state all the weights \(P_{ij}q_j/\sum_kP_{ik}q_k\) are positive, and Jensen's inequality is strict. At least one final state exists, since an empty column could not sum to one. Summing over \(i\) and using (c) gives the claim.

In Lean, `hratio` finds the differing ratios and `hφ.map_sum_lt` is the strict Jensen inequality. Equal totals matter: for \(p=2q\) the divergence keeps its value.

```lean
/-- If `φ` is strictly convex and all transition probabilities are positive, with unit column
sums, the divergence between distinct positive populations of equal total strictly decreases. -/
theorem divergence_mulVec_lt {φ : ℝ → ℝ} (hφ : StrictConvexOn ℝ (Ioi 0) φ)
    (P : Matrix m n ℝ) (hP : ∀ i j, 0 < P i j) (hsum : ∀ j, ∑ i, P i j = 1) (p q : n → ℝ)
    (hp : ∀ j, 0 < p j) (hq : ∀ j, 0 < q j) (htot : ∑ j, p j = ∑ j, q j) (hne : p ≠ q) :
    divergence φ (P *ᵥ p) (P *ᵥ q) < divergence φ p q := by
  obtain ⟨k, hk⟩ := Function.ne_iff.1 hne
  have hqs : 0 < ∑ j, q j := Finset.sum_pos (fun j _ => hq j) ⟨k, Finset.mem_univ k⟩
  -- equal totals exclude a common ratio different from one
  have hratio : ∃ j, p j / q j ≠ p k / q k := by
    by_contra hall
    push Not at hall
    have hc : ∀ j, p j = p k / q k * q j := fun j => (div_eq_iff (hq j).ne').1 (hall j)
    have hs : ∑ j, p j = p k / q k * ∑ j, q j := by
      rw [Finset.mul_sum]
      exact Finset.sum_congr rfl fun j _ => hc j
    have h1 : p k / q k = 1 := by
      apply mul_right_cancel₀ hqs.ne'
      rw [← hs, htot, one_mul]
    exact hk ((div_eq_one_iff_eq (hq k).ne').1 h1)
  obtain ⟨l, hl⟩ := hratio
  have hm : Nonempty m := by
    rcases isEmpty_or_nonempty m with h | h
    · have := hsum k
      simp at this
    · exact h
  have hD : ∑ i, ∑ j, P i j * q j * φ (p j / q j) = divergence φ p q :=
    sum_transitions P hsum q _
  rw [← hD]
  refine Finset.sum_lt_sum_of_nonempty Finset.univ_nonempty fun i _ => ?_
  have h0 : ∀ j, 0 < P i j * q j := fun j => mul_pos (hP i j) (hq j)
  obtain ⟨S, hS⟩ : ∃ S, S = ∑ j, P i j * q j := ⟨_, rfl⟩
  have hpos : 0 < S := hS ▸ Finset.sum_pos (fun j _ => h0 j) ⟨k, Finset.mem_univ k⟩
  -- strict Jensen inequality in every final state
  have J := hφ.map_sum_lt (t := Finset.univ) (w := fun j => P i j * q j / S)
    (p := fun j => p j / q j) (fun j _ => div_pos (h0 j) hpos)
    (by rw [← Finset.sum_div, ← hS, div_self hpos.ne'])
    (fun j _ => div_pos (hp j) (hq j)) ⟨l, Finset.mem_univ l, k, Finset.mem_univ k, hl⟩
  simp only [smul_eq_mul] at J
  rw [ratio_is_average (P i) p q hq S] at J
  simp only [div_mul_eq_mul_div] at J
  rw [← Finset.sum_div, lt_div_iff₀ hpos, mul_comm, hS] at J
  exact J
```

## (f) Two trajectories under the same driving

Let \(P_t\) be square matrices with positive entries and unit column sums, for \(t=0,1,2,\dots\). Two trajectories start from positive \(p_0,q_0\) and obey \(p_{t+1}=P_tp_t\), \(q_{t+1}=P_tq_t\). Show that

\[ D(p_t,q_t)\le D(p_s,q_s)\qquad\text{for } s\le t, \]

when \(\varphi\) is convex on \((0,\infty)\).

**Solution.** By induction all populations stay positive, since each new one is a sum of positive terms. So (d) applies at every step, and the steps chain together. `Antitone` expresses the inequality for all pairs of times. The matrices may change with time, as under an external drive, and no stationary state is needed.

```lean
/-- Two initially positive populations driven by the same time-dependent transition matrices,
with positive entries and unit column sums, have a never increasing divergence for convex `φ`. -/
theorem divergence_antitone {φ : ℝ → ℝ} (hφ : ConvexOn ℝ (Ioi 0) φ) (P : ℕ → Matrix n n ℝ)
    (hP : ∀ t i j, 0 < P t i j) (hsum : ∀ t j, ∑ i, P t i j = 1) (p q : ℕ → n → ℝ)
    (hp : ∀ j, 0 < p 0 j) (hq : ∀ j, 0 < q 0 j)
    (stepp : ∀ t, p (t + 1) = P t *ᵥ p t) (stepq : ∀ t, q (t + 1) = P t *ᵥ q t) :
    Antitone fun t => divergence φ (p t) (q t) := by
  -- positivity is preserved by every step
  have pos : ∀ r : ℕ → n → ℝ, (∀ j, 0 < r 0 j) → (∀ t, r (t + 1) = P t *ᵥ r t) →
      ∀ t j, 0 < r t j := by
    intro r h0 hr t
    induction t with
    | zero => exact h0
    | succ t ih =>
      intro i
      rw [hr t]
      exact Finset.sum_pos (fun j _ => mul_pos (hP t i j) (ih j)) ⟨i, Finset.mem_univ i⟩
  refine antitone_nat_of_succ_le fun t => ?_
  rw [stepp t, stepq t]
  exact divergence_mulVec_le hφ (P t) (fun i j => (hP t i j).le) (hsum t) _ _
    (pos p hp stepp t) (pos q hq stepq t)
```

## (g) Merging two states detects convexity

Let \(M=(1\;\;1)\) merge two states into one, and let \(\varphi\) be any real function. Show that

\[ D(Mp,Mq)\le D(p,q)\ \text{ for all positive } p,q\iff\varphi\ \text{is convex on }(0,\infty). \]

**Solution.** From right to left this is (d). For the other direction take \(x,y>0\) and \(a,b>0\) with \(a+b=1\), and choose \(q=(a,b)\), \(p=(ax,by)\). The ratios are \(x\) and \(y\), the merged populations are \(ax+by\) and \(1\), and the assumption reads

\[ \varphi(ax+by)\le a\,\varphi(x)+b\,\varphi(y). \]

The Lean step `key` makes the same choice.

Here \(p\) has total \(ax+by\), which is in general not one. Had populations been modelled as probability vectors, the equal totals in (e) would come for free, but this equivalence would fail: the merged ratio would always be \(1\), and the condition would only say that \(\varphi(1)\le a\,\varphi(x)+b\,\varphi(y)\) whenever \(ax+by=1\). The non-convex function \(\min\{(x-1)^2,1\}\) satisfies this, since it is nonnegative and vanishes at \(1\). With free totals, the two states can be read as part of a larger system.

```lean
/-- The divergence of positive two-state populations never increases when the two states are
merged into one if and only if `φ` is convex on the positive half-line. -/
theorem merging_monotone_iff_convex (φ : ℝ → ℝ) :
    (∀ p q : Fin 2 → ℝ, (∀ j, 0 < p j) → (∀ j, 0 < q j) →
      divergence φ ((!![1, 1] : Matrix (Fin 1) (Fin 2) ℝ) *ᵥ p)
        ((!![1, 1] : Matrix (Fin 1) (Fin 2) ℝ) *ᵥ q) ≤ divergence φ p q)
      ↔ ConvexOn ℝ (Ioi 0) φ := by
  constructor
  · intro h
    refine convexOn_iff_forall_pos.2 ⟨convex_Ioi 0, fun x hx y hy a b ha hb hab => ?_⟩
    -- populations with ratios x and y and reference weights a and b
    have key := h ![a * x, b * y] ![a, b]
      (Fin.forall_fin_two.2 ⟨mul_pos ha hx, mul_pos hb hy⟩) (Fin.forall_fin_two.2 ⟨ha, hb⟩)
    simpa [divergence, Matrix.mulVec, dotProduct, Fin.sum_univ_two, hab,
      mul_div_cancel_left₀ _ ha.ne', mul_div_cancel_left₀ _ hb.ne'] using key
  · intro hφ p q hp hq
    refine divergence_mulVec_le hφ _ ?_ ?_ p q hp hq
    · intro i j
      fin_cases i
      fin_cases j <;> simp
    · intro j
      fin_cases j <;> simp

end MonotoneDivergence
```

```lean
#print axioms MonotoneDivergence.divergence_mulVec_le
#print axioms MonotoneDivergence.divergence_mulVec_lt
#print axioms MonotoneDivergence.divergence_antitone
#print axioms MonotoneDivergence.merging_monotone_iff_convex
```

```
'MonotoneDivergence.divergence_mulVec_le' depends on axioms: [propext, Classical.choice, Quot.sound]
'MonotoneDivergence.divergence_mulVec_lt' depends on axioms: [propext, Classical.choice, Quot.sound]
'MonotoneDivergence.divergence_antitone' depends on axioms: [propext, Classical.choice, Quot.sound]
'MonotoneDivergence.merging_monotone_iff_convex' depends on axioms: [propext, Classical.choice, Quot.sound]
```
